# Both signs in the ground state when a projector lifts a positive eigenvector above an orthogonal level

Before a diffusion Monte Carlo run with a nonlocal pseudopotential, one chooses a trial function. In the T-move scheme its signs help decide which nonlocal moves are sampled and which are replaced by a local term. For a single electron in a local potential the ground state can be taken positive, and a positive trial function suits it. It is useful to know whether a nonlocal potential leaves the ground state that way. In a finite matrix model with at least two sites, whose potential projects onto a positive eigenvector of the local Hamiltonian, a strong enough repulsion does not.

## A nodeless state raised in energy

A particle moves on finitely many sites. Its local Hamiltonian, kinetic energy included, is a real symmetric matrix $L$ with a strictly positive eigenvector $\psi$, so that $L\psi=E_0\psi$ and $\psi_i>0$ for all $i$. This $\psi$ stands for a nodeless state. The nonlocal potential has strength $V$ and acts through the projector $P$ onto $\psi$:

$$H=L+VP,\qquad P_{ij}=\frac{\psi_i\psi_j}{\psi\cdot\psi}.$$

The letter $E_0$ here denotes the eigenvalue of $L$ belonging to $\psi$. It need not be the lowest one, and it is not the ground-state energy of $H$.

Suppose that $L$ also has an eigenvector $u\neq0$ with $\psi\cdot u=0$ and $Lu=\mu u$. If

$$\mu<E_0+V,$$

then every ground state of $H$ has both positive and negative entries. The inequality says that, with the potential included, $\psi$ lies above the level of $u$.

For the uniform vector $\psi=(1,\dots,1)$ with $L\psi=0$, the condition is $V>\mu$, and $u$ is orthogonal to $\psi$ when its entries sum to zero.

## Orthogonality brings in both signs

The projector acts on any vector $x$ as

$$Px=\frac{\psi\cdot x}{\psi\cdot\psi}\,\psi .$$

If $\psi\cdot x=0$, then $Hx=Lx$. In particular $Hu=\mu u$, so the lowest eigenvalue $E$ of $H$ satisfies $E\le\mu<E_0+V$.

Let $H\varphi=E\varphi$ with $\varphi\ne0$. Taking the product with $\psi$ and using the symmetry of $L$ gives

$$E\,\psi\cdot\varphi=\psi\cdot L\varphi+V\,\psi\cdot\varphi=(E_0+V)\,\psi\cdot\varphi .$$

Since $E\neq E_0+V$, it follows that $\psi\cdot\varphi=0$.

If $\varphi$ had no negative entry, $\sum_i\psi_i\varphi_i=0$ would be a vanishing sum of nonnegative terms. Each term would vanish, and $\psi_i>0$ would give $\varphi=0$, a contradiction. So $\varphi$ has a negative entry. The same argument for $-\varphi$ gives a positive one.

The threshold is sharp. Since $H\psi=(E_0+V)\psi$, and every eigenvector of $H$ with another eigenvalue is an eigenvector of $L$ orthogonal to $\psi$, the vector $\psi$ is a ground state of $H$ exactly when $E_0+V\le\mu$ for every level $\mu$ of $L$ that has an eigenvector orthogonal to $\psi$. When $E_0+V$ equals the lowest such level, a positive ground state therefore still exists.

## Three sites with unit hopping

For an open chain, with the number of neighbours of each site on the diagonal,

$$L=\begin{pmatrix}1&-1&0\\-1&2&-1\\0&-1&1\end{pmatrix}$$

has eigenvectors $(1,1,1)$, $(1,0,-1)$ and $(1,-2,1)$ with eigenvalues $0$, $1$ and $3$. Take $\psi=(1,1,1)$ and $V=2$. Every entry of $VP$ is $2/3$, so

$$H=\frac13\begin{pmatrix}5&-1&2\\-1&8&-1\\2&-1&5\end{pmatrix}.$$

The uniform state moves to energy $2$, and the other two levels stay at $1$ and $3$. The normalised ground state is $(1,0,-1)/\sqrt2$, up to sign. With $V=1/2$ the uniform state would remain lowest.

## A projector onto one site

Strict positivity of $\psi$ cannot be weakened to $\psi\ne0$ with nonnegative entries. Take $L=\mathrm{diag}(0,1)$, $\psi=(1,0)$, $u=(0,1)$ and $V=2$. Then $\mu=1<2=E_0+V$, but $H=\mathrm{diag}(2,1)$ has the ground state $(0,1)$, which has no negative entry. The particle avoids the repulsion by sitting on the other site.

## Sites, projectors and ground states in Lean

The finite type `n` labels the sites, and a function `n → ℝ` is a real wave function. The symbols `*ᵥ` and `⬝ᵥ` are the matrix-vector and dot products. `IsGroundState H E φ` says that `φ` is a nonzero eigenvector whose eigenvalue `E` is at most every eigenvalue of `H`. The vector `φ` need not be normalised, since the eigenvalue equation is linear, and neither need `ψ`, since `projector` divides by `ψ ⬝ᵥ ψ`.

The main theorem is `groundState_changes_sign`, with the level condition as `hV : μ < E₀ + V`. It does not require $V>0$. In `uniform_groundState_changes_sign` the vector `1` has all entries equal to one.

The model is much simpler than a real pseudopotential. In particular, it assumes a single projected vector that is an eigenvector of $L$. Atomic pseudopotentials act on angular-momentum channels around each ion, commonly with a strength that depends on the distance from the ion, and in general they are not projectors onto one eigenstate of the local Hamiltonian.

```lean
import Mathlib

open Matrix

namespace ProjectorPotentialNodes

noncomputable section

variable {n : Type*} [Fintype n]

/-- A ground state of `H` with energy `E`: a nonzero eigenvector whose eigenvalue `E` is
at most every eigenvalue of `H`. -/
def IsGroundState (H : Matrix n n ℝ) (E : ℝ) (φ : n → ℝ) : Prop :=
  φ ≠ 0 ∧ H *ᵥ φ = E • φ ∧ ∀ (μ : ℝ) (x : n → ℝ), x ≠ 0 → H *ᵥ x = μ • x → E ≤ μ

/-- The orthogonal projector `|ψ⟩⟨ψ| / ⟨ψ|ψ⟩` onto the line of a nonzero vector `ψ`. -/
def projector (ψ : n → ℝ) : Matrix n n ℝ :=
  Matrix.of fun i j => ψ i * ψ j / (ψ ⬝ᵥ ψ)

/-- The Hamiltonian `L + V P`: a local part `L` and a nonlocal potential of strength `V`
acting through the projector `P` onto a nonzero vector `ψ`. -/
def hamiltonian (L : Matrix n n ℝ) (V : ℝ) (ψ : n → ℝ) : Matrix n n ℝ :=
  L + V • projector ψ

/-- The projector sends `x` to its component along `ψ`. -/
theorem projector_mulVec (ψ x : n → ℝ) :
    projector ψ *ᵥ x = ((ψ ⬝ᵥ x) / (ψ ⬝ᵥ ψ)) • ψ := by
  ext i
  simp only [projector, Matrix.mulVec, dotProduct, Matrix.of_apply, Pi.smul_apply,
    smul_eq_mul]
  rw [Finset.sum_div, Finset.sum_mul]
  refine Finset.sum_congr rfl fun j _ => ?_
  ring

/-- On vectors orthogonal to `ψ` the projector potential is not felt. -/
theorem hamiltonian_mulVec_of_orthogonal (L : Matrix n n ℝ) (V : ℝ) {ψ x : n → ℝ}
    (hx : ψ ⬝ᵥ x = 0) : hamiltonian L V ψ *ᵥ x = L *ᵥ x := by
  rw [hamiltonian, Matrix.add_mulVec, Matrix.smul_mulVec, projector_mulVec, hx, zero_div,
    zero_smul, smul_zero, add_zero]

/-- Let `L` be symmetric with `L ψ = E₀ ψ` and `ψ` nonzero. An eigenvector of `L + V P` whose
eigenvalue differs from `E₀ + V` is orthogonal to `ψ`. -/
theorem orthogonal_of_eigenvalue_ne {L : Matrix n n ℝ} (hL : L.IsSymm) {ψ φ : n → ℝ}
    {E₀ V E : ℝ} (hψ : ψ ≠ 0) (h0 : L *ᵥ ψ = E₀ • ψ)
    (hφ : hamiltonian L V ψ *ᵥ φ = E • φ) (hE : E ≠ E₀ + V) : ψ ⬝ᵥ φ = 0 := by
  have hq : ψ ⬝ᵥ ψ ≠ 0 := fun h => hψ (dotProduct_self_eq_zero.mp h)
  -- symmetry lets `L` act on `ψ` instead of `φ`
  have hsym : ψ ⬝ᵥ (L *ᵥ φ) = E₀ * (ψ ⬝ᵥ φ) := by
    rw [Matrix.dotProduct_mulVec, ← Matrix.mulVec_transpose, hL.eq, h0, smul_dotProduct,
      smul_eq_mul]
  -- project the eigenvalue equation onto `ψ`
  have h := congrArg (fun y => ψ ⬝ᵥ y) hφ
  simp only [hamiltonian, Matrix.add_mulVec, Matrix.smul_mulVec, projector_mulVec,
    dotProduct_add, dotProduct_smul, smul_eq_mul, hsym] at h
  rw [div_mul_cancel₀ _ hq] at h
  have h2 : (E - (E₀ + V)) * (ψ ⬝ᵥ φ) = 0 := by linear_combination -h
  exact (mul_eq_zero.mp h2).resolve_left (sub_ne_zero.mpr hE)

/-- A nonzero vector orthogonal to a strictly positive one has both positive and negative
entries. -/
theorem changes_sign_of_orthogonal {ψ φ : n → ℝ} (hψ : ∀ i, 0 < ψ i) (hφ : φ ≠ 0)
    (h : ψ ⬝ᵥ φ = 0) : (∃ i, 0 < φ i) ∧ ∃ j, φ j < 0 := by
  have key : ∀ χ : n → ℝ, χ ≠ 0 → ψ ⬝ᵥ χ = 0 → ∃ i, χ i < 0 := by
    intro χ hχ ho
    by_contra hn
    have hn' : ∀ i, 0 ≤ χ i := fun i => not_lt.mp fun hi => hn ⟨i, hi⟩
    have hs : ∑ i, ψ i * χ i = 0 := ho
    -- a vanishing sum of nonnegative terms vanishes term by term
    have hz := (Finset.sum_eq_zero_iff_of_nonneg
      (fun j _ => mul_nonneg (hψ j).le (hn' j))).mp hs
    apply hχ
    funext i
    exact (mul_eq_zero.mp (hz i (Finset.mem_univ i))).resolve_left (hψ i).ne'
  refine ⟨?_, key φ hφ h⟩
  obtain ⟨i, hi⟩ := key (-φ) (neg_ne_zero.mpr hφ) (by rw [dotProduct_neg, h, neg_zero])
  exact ⟨i, neg_lt_zero.mp hi⟩

/-- Let `L` be symmetric with a strictly positive eigenvector `ψ` of eigenvalue `E₀`, and with
an eigenvector `u` orthogonal to `ψ` of eigenvalue `μ`. If `μ < E₀ + V`, every ground state of
`L + V P` has both positive and negative entries. -/
theorem groundState_changes_sign {L : Matrix n n ℝ} (hL : L.IsSymm) {ψ u φ : n → ℝ}
    {E₀ V μ E : ℝ} (hψ : ∀ i, 0 < ψ i) (h0 : L *ᵥ ψ = E₀ • ψ)
    (hu : u ≠ 0) (hort : ψ ⬝ᵥ u = 0) (hLu : L *ᵥ u = μ • u) (hV : μ < E₀ + V)
    (hg : IsGroundState (hamiltonian L V ψ) E φ) :
    (∃ i, 0 < φ i) ∧ ∃ j, φ j < 0 := by
  have hψ0 : ψ ≠ 0 := by
    obtain ⟨i, _⟩ := Function.ne_iff.mp hu
    exact fun h => (hψ i).ne' (congrFun h i)
  -- `u` is still an eigenvector, so the lowest eigenvalue lies below `E₀ + V`
  have hE : E ≤ μ :=
    hg.2.2 μ u hu ((hamiltonian_mulVec_of_orthogonal L V hort).trans hLu)
  exact changes_sign_of_orthogonal hψ hg.1
    (orthogonal_of_eigenvalue_ne hL hψ0 h0 hg.2.1 (hE.trans_lt hV).ne)

/-- Let `L` be symmetric and annihilate the uniform vector, and let `u` be a nonzero
eigenvector with entries summing to zero and eigenvalue `μ`. If `V > μ`, every ground state of
`L + V P`, with `P` the projector onto the uniform vector, has entries of both signs. -/
theorem uniform_groundState_changes_sign {L : Matrix n n ℝ} (hL : L.IsSymm) {u φ : n → ℝ}
    {V μ E : ℝ} (h1 : L *ᵥ 1 = 0) (hu : u ≠ 0) (hsum : ∑ i, u i = 0)
    (hLu : L *ᵥ u = μ • u) (hV : μ < V) (hg : IsGroundState (hamiltonian L V 1) E φ) :
    (∃ i, 0 < φ i) ∧ ∃ j, φ j < 0 :=
  groundState_changes_sign (E₀ := 0) hL (fun _ => by simp) (by rw [h1, zero_smul]) hu
    (by simpa [dotProduct] using hsum) hLu (by linarith) hg

/-- Let `L` be symmetric with `L ψ = E₀ ψ` and `ψ` nonzero. Then `ψ` is a ground state of
`L + V P` exactly when `E₀ + V` is at most every eigenvalue of `L` that has an eigenvector
orthogonal to `ψ`. -/
theorem isGroundState_iff_threshold {L : Matrix n n ℝ} (hL : L.IsSymm) {ψ : n → ℝ}
    {E₀ V : ℝ} (hψ : ψ ≠ 0) (h0 : L *ᵥ ψ = E₀ • ψ) :
    IsGroundState (hamiltonian L V ψ) (E₀ + V) ψ ↔
      ∀ (μ : ℝ) (u : n → ℝ), u ≠ 0 → ψ ⬝ᵥ u = 0 → L *ᵥ u = μ • u → E₀ + V ≤ μ := by
  have hq : ψ ⬝ᵥ ψ ≠ 0 := fun h => hψ (dotProduct_self_eq_zero.mp h)
  constructor
  · intro hg μ u hu ho hLu
    exact hg.2.2 μ u hu ((hamiltonian_mulVec_of_orthogonal L V ho).trans hLu)
  · intro h
    refine ⟨hψ, ?_, ?_⟩
    · rw [hamiltonian, Matrix.add_mulVec, Matrix.smul_mulVec, projector_mulVec, h0,
        div_self hq, one_smul, add_smul]
    · intro μ x hx hHx
      by_cases hE : μ = E₀ + V
      · exact hE.ge
      · -- an eigenvector with another eigenvalue is orthogonal to `ψ`, hence an eigenvector of `L`
        have ho := orthogonal_of_eigenvalue_ne hL hψ h0 hHx hE
        exact h μ x hx ho ((hamiltonian_mulVec_of_orthogonal L V ho).symm.trans hHx)

/-- Every real symmetric Hamiltonian on a finite nonempty set of sites has a ground state. -/
theorem exists_groundState [DecidableEq n] [Nonempty n] {H : Matrix n n ℝ}
    (hH : H.IsSymm) : ∃ (E : ℝ) (φ : n → ℝ), IsGroundState H E φ := by
  have hh : H.IsHermitian := by
    rw [Matrix.IsHermitian, Matrix.conjTranspose_eq_transpose_of_trivial]
    exact hH
  obtain ⟨i, hi⟩ := Finite.exists_min hh.eigenvalues
  refine ⟨hh.eigenvalues i, (hh.eigenvectorBasis i).ofLp, ?_,
    hh.mulVec_eigenvectorBasis i, ?_⟩
  · intro h
    apply hh.eigenvectorBasis.orthonormal.ne_zero i
    ext j
    exact congrFun h j
  · intro μ x hx hHx
    -- an eigenvalue lies in the spectrum, which the eigenbasis exhausts
    have hmem : μ ∈ spectrum ℝ H := by
      rw [spectrum.mem_iff]
      intro hunit
      obtain ⟨B, hB⟩ := hunit.exists_left_inv
      apply hx
      calc x = (B * (algebraMap ℝ (Matrix n n ℝ) μ - H)) *ᵥ x := by
            rw [hB, Matrix.one_mulVec]
        _ = 0 := by
            rw [← Matrix.mulVec_mulVec, Matrix.sub_mulVec, hHx,
              Algebra.algebraMap_eq_smul_one, Matrix.smul_mulVec, Matrix.one_mulVec,
              sub_self, Matrix.mulVec_zero]
    rw [hh.spectrum_real_eq_range_eigenvalues] at hmem
    obtain ⟨j, hj⟩ := hmem
    exact hj ▸ hi j

/-- The lattice kinetic operator of an open chain of three sites with unit hopping. -/
def chain : Matrix (Fin 3) (Fin 3) ℝ := !![1, -1, 0; -1, 2, -1; 0, -1, 1]

/-- The three-site chain is symmetric, annihilates the uniform vector, and has the eigenvector
`(1, 0, -1)`, with entries summing to zero, at eigenvalue `1`. -/
theorem chain_witness :
    chain.IsSymm ∧ chain *ᵥ 1 = 0 ∧ (![1, 0, -1] : Fin 3 → ℝ) ≠ 0 ∧
      ∑ i, (![1, 0, -1] : Fin 3 → ℝ) i = 0 ∧
      chain *ᵥ ![1, 0, -1] = (1 : ℝ) • ![1, 0, -1] := by
  refine ⟨?_, ?_, ?_, ?_, ?_⟩
  · ext i j
    fin_cases i <;> fin_cases j <;> simp [chain]
  · ext i
    fin_cases i <;> simp [chain, Matrix.mulVec, dotProduct, Fin.sum_univ_succ]
    norm_num
  · intro h
    have h0 := congrFun h 0
    simp at h0
  · simp [Fin.sum_univ_succ]
  · ext i
    fin_cases i <;> simp [chain, Matrix.mulVec, dotProduct, Fin.sum_univ_succ]

end

end ProjectorPotentialNodes
```

```lean
#print axioms ProjectorPotentialNodes.uniform_groundState_changes_sign
#print axioms ProjectorPotentialNodes.isGroundState_iff_threshold
#print axioms ProjectorPotentialNodes.exists_groundState
```

```
'ProjectorPotentialNodes.uniform_groundState_changes_sign' depends on axioms: [propext, Classical.choice, Quot.sound]
'ProjectorPotentialNodes.isGroundState_iff_threshold' depends on axioms: [propext, Classical.choice, Quot.sound]
'ProjectorPotentialNodes.exists_groundState' depends on axioms: [propext, Classical.choice, Quot.sound]
```

## From the projector to the signs

`projector_mulVec` computes $Px$ entry by entry, and `hamiltonian_mulVec_of_orthogonal` deduces $Hx=Lx$ for $x$ orthogonal to $\psi$.

In `orthogonal_of_eigenvalue_ne`, the step `hsym` uses symmetry to let $L$ act on $\psi$. The eigenvalue equation is then multiplied by $\psi$, and `linear_combination` rearranges it to $(E-(E_0+V))\,\psi\cdot\varphi=0$. The first factor is nonzero, so the second vanishes.

`changes_sign_of_orthogonal` proves in `key` that a nonzero vector orthogonal to $\psi$ has a negative entry, and applies this to $\varphi$ and $-\varphi$. The main theorem obtains $E\le\mu$ by inserting $u$ into the minimality clause of `IsGroundState`, then combines the two lemmas. The uniform case sets $E_0=0$.

`isGroundState_iff_threshold` proves the sharp threshold. One direction inserts each orthogonal eigenvector of $L$ into the minimality clause. The other splits on whether an eigenvalue of $H$ equals $E_0+V$.

`exists_groundState` shows that every real symmetric matrix on a nonempty set of sites has a ground state. It picks the smallest eigenvalue from the spectral theorem. Any other eigenvalue $\mu$ with eigenvector $x$ belongs to the same list: if $\mu-H$ had a left inverse, $x$ would be zero. Finally, `chain_witness` checks by entries that the three-site chain and $(1,0,-1)$ satisfy the hypotheses on $L$ and $u$ in the uniform case, with $\mu=1$.
